# For a fixed potential on an open chain, exciton binding does not weaken as the relative hopping shrinks

If an exciton's binding is judged by its energy level alone, the trend with momentum can come out backwards. Take an electron and a hole with equal hopping $t=1$ and only two relative sites, with potentials $-4$ and $0$. As the pair momentum $K$ goes from $0$ to $\pi$, the lowest level rises from $-2-2\sqrt2\approx-4.83$ to $-4$, as if the pair were loosening. The edge of the free-pair continuum, taken from an infinite chain without potential, however, rises from $-4$ to $0$, so the binding measured from that edge grows from about $0.83$ to $4$.

Since level and edge both move, the sign of the change in binding needs an inequality between them. For a finite open chain whose real potential does not depend on $K$, that inequality is

$$|\tau|\le|\tau'|\quad\Longrightarrow\quad E(\tau)+2|\tau|\le E(\tau')+2|\tau'| ,$$

where $\tau$ is the effective relative hopping, $E(\tau)$ the lowest eigenvalue and $-2|\tau|$ the edge of the free-pair continuum.

```lean
import Mathlib

open Matrix
open scoped ComplexOrder

namespace ExcitonBindingMomentum

noncomputable section

variable {n : ℕ}
```

## The pair as one particle on a chain

The relative coordinate takes $n+1$ values, labelled $i=0,\dots,n$. There are $n$ bonds, and bond $i$ joins sites $i$ and $i+1$. In Lean these two sites are `i.castSucc` and `i.succ`, with `i : Fin n`. The matrix `hop τ` has the entry $\tau$ in row $i$, column $i+1$, for each bond.

```lean
/-- Hopping with amplitude `τ` along the bonds of an open chain of `n + 1` sites. -/
def hop (τ : ℂ) : Matrix (Fin (n + 1)) (Fin (n + 1)) ℂ :=
  ∑ i : Fin n, Matrix.single i.castSucc i.succ τ
```

The Hamiltonian is

$$H_{ii}=V_i,\qquad H_{i,i+1}=-\tau,\qquad H_{i+1,i}=-\bar\tau .$$

The real numbers $V_i$ stand for the electron-hole interaction at each separation. They may have any sign and shape. The hopping $\tau$ may be complex.

```lean
/-- Relative-motion Hamiltonian of an electron-hole pair: real potential `V`,
neighbour hopping `-τ` and its conjugate backwards. -/
def chain (V : Fin (n + 1) → ℝ) (τ : ℂ) : Matrix (Fin (n + 1)) (Fin (n + 1)) ℂ :=
  diagonal (fun i => (V i : ℂ)) - (hop τ + (hop τ)ᴴ)
```

An energy level is a real $e$ for which $H\psi=e\psi$ has a nonzero solution. The statement that $E$ is the ground energy is written `IsLeast (levels H) E`: $E$ is a level, and no level lies below it. The theorems take such an $E$ as given.

```lean
/-- The real eigenvalues of a matrix. -/
def levels (H : Matrix (Fin (n + 1)) (Fin (n + 1)) ℂ) : Set ℝ :=
  {e | ∃ ψ : Fin (n + 1) → ℂ, ψ ≠ 0 ∧ H *ᵥ ψ = (e : ℂ) • ψ}
```

For a state $f$, which need not be normalised, the energy expectation is $\mathrm{Re}\,\langle f|H|f\rangle$. The usual mean energy is this number divided by $\sum_i|f_i|^2$.

```lean
/-- Real part of the unnormalised expectation value of `H` in the state `f`. -/
def expect (H : Matrix (Fin (n + 1)) (Fin (n + 1)) ℂ) (f : Fin (n + 1) → ℂ) : ℝ :=
  (star f ⬝ᵥ (H *ᵥ f)).re
```

## Potential energy and the variational bound

A real diagonal matrix equals its own conjugate transpose.

```lean
/-- A real potential is Hermitian. -/
lemma potential_hermitian (V : Fin (n + 1) → ℝ) :
    (diagonal (fun i => (V i : ℂ))).IsHermitian := by
  unfold Matrix.IsHermitian
  rw [diagonal_conjTranspose]
  congr 1
  funext i
  simp
```

Its expectation weights each potential value with the site density:

$$\langle f|V|f\rangle=\sum_i \bar f_iV_if_i=\sum_iV_i|f_i|^2 .$$

```lean
/-- The expectation of a real potential is its sum over the site weights. -/
lemma expect_potential (V : Fin (n + 1) → ℝ) (f : Fin (n + 1) → ℂ) :
    expect (diagonal (fun i => (V i : ℂ))) f = ∑ i, V i * ‖f i‖ ^ 2 := by
  simp only [expect, dotProduct, mulVec_diagonal, Complex.re_sum, Pi.star_apply]
  refine Finset.sum_congr rfl fun i _ => ?_
  rw [Complex.sq_norm, Complex.normSq_apply]
  simp
  ring
```

Now let $H$ be Hermitian with lowest level $E$. If $(H-E)\varphi=\lambda\varphi$ with $\varphi\neq0$, then $H\varphi=(E+\lambda)\varphi$, so $E+\lambda$ is a level and $\lambda\ge0$. A Hermitian matrix with no negative eigenvalue has no negative expectation, hence

$$E\sum_i|f_i|^2\le\langle f|H|f\rangle .$$

In the code, `hm` is the statement that $E+\lambda$ is a level, and `hE.2` supplies the minimality. The constant $E$ is treated as a uniform potential, so that the previous lemma evaluates its expectation.

```lean
/-- Variational principle: the expectation of a Hermitian matrix is at least its lowest
eigenvalue times the squared norm of the state. -/
theorem variational {H : Matrix (Fin (n + 1)) (Fin (n + 1)) ℂ} (hH : H.IsHermitian) {E : ℝ}
    (hE : IsLeast (levels H) E) (f : Fin (n + 1) → ℂ) :
    E * ∑ i, ‖f i‖ ^ 2 ≤ expect H f := by
  have hS := hH.sub (potential_hermitian (fun _ : Fin (n + 1) => E))
  -- the spectrum of `H - E` is nonnegative
  have hp := hS.posSemidef_iff_eigenvalues_nonneg.mpr (fun j => by
    have hm : E + hS.eigenvalues j ∈ levels H := by
      refine ⟨(hS.eigenvectorBasis j).ofLp, fun h =>
        hS.eigenvectorBasis.orthonormal.ne_zero j (PiLp.ext fun i => congrFun h i), ?_⟩
      funext i
      have hi := congrFun (hS.mulVec_eigenvectorBasis j) i
      simp only [sub_mulVec, Pi.sub_apply, mulVec_diagonal, Pi.smul_apply,
        Complex.real_smul] at hi
      simp only [Pi.smul_apply, smul_eq_mul, Complex.ofReal_add]
      linear_combination hi
    have hle := hE.2 hm
    change 0 ≤ hS.eigenvalues j
    linarith)
  have h := (Complex.nonneg_iff.mp (hp.dotProduct_mulVec_nonneg f)).1
  rw [sub_mulVec, dotProduct_sub, Complex.sub_re] at h
  have hd := expect_potential (fun _ => E) f
  rw [← Finset.mul_sum] at hd
  unfold expect at hd ⊢
  linarith
```

## Energy as a sum over bonds

Bond $i$ contributes $\tau\bar f_if_{i+1}$ through the forward hop and the complex conjugate of this through the backward hop. Together they give twice the real part:

$$\langle f|H|f\rangle=\sum_iV_i|f_i|^2-2\sum_{i=0}^{n-1}\mathrm{Re}\left(\tau\,\bar f_if_{i+1}\right).$$

The proof computes a single matrix entry (`hs`), adds the bonds by induction (`hsum`) and identifies the backward part as the conjugate (`hb`).

```lean
/-- The energy expectation is the potential energy minus twice the real part of the
hopping amplitude summed over bonds. -/
theorem expect_chain (V : Fin (n + 1) → ℝ) (τ : ℂ) (f : Fin (n + 1) → ℂ) :
    expect (chain V τ) f = ∑ i, V i * ‖f i‖ ^ 2 -
      2 * ∑ i : Fin n, (τ * (star (f i.castSucc) * f i.succ)).re := by
  have hs : ∀ a b : Fin (n + 1),
      star f ⬝ᵥ (Matrix.single a b τ *ᵥ f) = τ * (star (f a) * f b) := by
    intro a b
    have h : Matrix.single a b τ *ᵥ f = Pi.single a (τ * f b) := by
      funext i
      by_cases h : a = i
      · subst h
        simp [mulVec, dotProduct, Matrix.single_apply]
      · simp [mulVec, dotProduct, h, Ne.symm h]
    rw [h, dotProduct_single, Pi.star_apply]
    ring
  have hsum : ∀ s : Finset (Fin n),
      star f ⬝ᵥ ((∑ i ∈ s, Matrix.single i.castSucc i.succ τ) *ᵥ f) =
      ∑ i ∈ s, τ * (star (f i.castSucc) * f i.succ) := by
    intro s
    induction s using Finset.induction_on with
    | empty => simp
    | insert a s ha ih =>
      rw [Finset.sum_insert ha, Finset.sum_insert ha, add_mulVec, dotProduct_add, ih, hs]
  -- backward hopping contributes the complex conjugate
  have hb : star f ⬝ᵥ ((hop τ)ᴴ *ᵥ f) = star (star f ⬝ᵥ (hop τ *ᵥ f)) := by
    rw [Matrix.star_dotProduct, Matrix.star_mulVec, conjTranspose_conjTranspose,
      ← Matrix.dotProduct_mulVec]
  have hr : (star f ⬝ᵥ (hop τ *ᵥ f)).re =
      ∑ i : Fin n, (τ * (star (f i.castSucc) * f i.succ)).re := by
    rw [hop, hsum, Complex.re_sum]
  rw [← expect_potential V f, ← hr]
  simp only [expect, chain, sub_mulVec, add_mulVec, dotProduct_sub, dotProduct_add, hb,
    Complex.sub_re, Complex.add_re, Complex.star_def, Complex.conj_re]
  ring
```

## Neighbour overlap is at most the norm

For real amplitudes $a_i$, each bond satisfies $2a_ia_{i+1}\le a_i^2+a_{i+1}^2$. Summing over the bonds counts every interior site twice and the ends once:

$$2\sum_{i=0}^{n-1}a_ia_{i+1}\le2\sum_{i=0}^{n}a_i^2-a_0^2-a_n^2\le2\sum_{i=0}^{n}a_i^2 .$$

The lemma splits the total once at the first site (`h1`) and once at the last (`h2`), then adds the bond inequalities (`h3`). For a single site the left side is zero and the bound still holds.

```lean
/-- The neighbour overlap of a real amplitude is at most its squared norm. -/
theorem overlap_le (a : Fin (n + 1) → ℝ) :
    ∑ i : Fin n, a i.castSucc * a i.succ ≤ ∑ i, a i ^ 2 := by
  have h1 : ∑ i, a i ^ 2 = a 0 ^ 2 + ∑ i : Fin n, a i.succ ^ 2 := Fin.sum_univ_succ _
  have h2 : ∑ i, a i ^ 2 = ∑ i : Fin n, a i.castSucc ^ 2 + a (Fin.last n) ^ 2 :=
    Fin.sum_univ_castSucc _
  have h3 : 2 * ∑ i : Fin n, a i.castSucc * a i.succ ≤
      ∑ i : Fin n, a i.castSucc ^ 2 + ∑ i : Fin n, a i.succ ^ 2 := by
    rw [Finset.mul_sum, ← Finset.sum_add_distrib]
    exact Finset.sum_le_sum fun i _ => by nlinarith [sq_nonneg (a i.castSucc - a i.succ)]
  linarith [sq_nonneg (a 0), sq_nonneg (a (Fin.last n))]
```

## Removing the phase of the hopping

An open chain has no closed loop, so the phase of $\tau$ can be absorbed site by site. Put $u=e^{-i\arg\tau}$, so that $|u|=1$ and $\tau u=|\tau|$, and use the trial state $f_j=u^ja_j$ with real $a_j$. Its densities are $a_j^2$, and each bond gives

$$\tau\,\bar f_jf_{j+1}=\tau\,\bar u^{\,j}u^{\,j+1}a_ja_{j+1}=|\tau|\,a_ja_{j+1}.$$

The variational bound then reads

$$E(\tau)\sum_ja_j^2\le\sum_jV_ja_j^2-2|\tau|\sum_{j=0}^{n-1}a_ja_{j+1}.$$

In the proof, `hn` is the statement about densities and `hb` the statement about bonds.

```lean
/-- The lowest eigenvalue at hopping `τ`, times the squared norm of a real amplitude `a`, is at most
the unnormalised energy expectation of `a` with hopping `|τ|` in the same potential. -/
theorem aligned_bound {V : Fin (n + 1) → ℝ} {τ : ℂ} {E : ℝ}
    (hE : IsLeast (levels (chain V τ)) E) (a : Fin (n + 1) → ℝ) :
    E * ∑ i, a i ^ 2 ≤ ∑ i, V i * a i ^ 2 -
      2 * (‖τ‖ * ∑ i : Fin n, a i.castSucc * a i.succ) := by
  -- a phase `u` per site turns `τ` into `|τ|`
  obtain ⟨u, hu, hτ⟩ : ∃ u : ℂ, ‖u‖ = 1 ∧ τ * u = (‖τ‖ : ℂ) := by
    refine ⟨Complex.exp (((-τ.arg : ℝ) : ℂ) * Complex.I),
      Complex.norm_exp_ofReal_mul_I _, ?_⟩
    calc τ * Complex.exp (((-τ.arg : ℝ) : ℂ) * Complex.I)
        = ((‖τ‖ : ℂ) * Complex.exp (τ.arg * Complex.I)) *
          Complex.exp (((-τ.arg : ℝ) : ℂ) * Complex.I) := by
            rw [Complex.norm_mul_exp_arg_mul_I τ]
      _ = (‖τ‖ : ℂ) := by
        rw [mul_assoc, ← Complex.exp_add]
        simp
  have huu : star u * u = 1 := by
    rw [Complex.star_def, ← Complex.normSq_eq_conj_mul_self, Complex.normSq_eq_norm_sq, hu]
    simp
  have hn : ∀ i : Fin (n + 1), ‖u ^ (i : ℕ) * (a i : ℂ)‖ ^ 2 = a i ^ 2 := by
    intro i
    rw [norm_mul, norm_pow, hu, one_pow, one_mul, Complex.norm_real, Real.norm_eq_abs, sq_abs]
  have hb : ∀ i : Fin n, (τ * (star (u ^ (i.castSucc : ℕ) * (a i.castSucc : ℂ)) *
      (u ^ (i.succ : ℕ) * (a i.succ : ℂ)))).re = ‖τ‖ * (a i.castSucc * a i.succ) := by
    intro i
    have h1 : star (u ^ (i : ℕ)) * u ^ (i : ℕ) = 1 := by
      rw [star_pow, ← mul_pow, huu, one_pow]
    have hr : star (a i.castSucc : ℂ) = (a i.castSucc : ℂ) := Complex.conj_ofReal _
    have h2 : τ * (star (u ^ (i : ℕ) * (a i.castSucc : ℂ)) *
        (u ^ ((i : ℕ) + 1) * (a i.succ : ℂ))) =
        ((‖τ‖ * (a i.castSucc * a i.succ) : ℝ) : ℂ) := by
      rw [star_mul', hr, pow_succ]
      push_cast
      linear_combination (τ * u * a i.castSucc * a i.succ) * h1 +
        ((a i.castSucc : ℂ) * a i.succ) * hτ
    exact (congrArg Complex.re h2).trans (Complex.ofReal_re _)
  have hH : (chain V τ).IsHermitian := by
    refine (potential_hermitian V).sub ?_
    unfold Matrix.IsHermitian
    rw [conjTranspose_add, conjTranspose_conjTranspose]
    exact add_comm _ _
  have h := variational hH hE (fun i => u ^ (i : ℕ) * (a i : ℂ))
  rw [expect_chain] at h
  simp only [hn, hb] at h
  rwa [← Finset.mul_sum] at h
```

## Comparing two hoppings

Let $\psi$ be a ground state at $\tau'$, with energy $E'$, and let $E$ be the ground energy at $\tau$. Write

$$N=\sum_i|\psi_i|^2>0,\qquad P=\sum_iV_i|\psi_i|^2,\qquad S=\sum_{i=0}^{n-1}|\psi_i||\psi_{i+1}| .$$

A real part is at most a modulus, so the energy of $\psi$ satisfies

$$E'N=P-2\sum_{i=0}^{n-1}\mathrm{Re}\left(\tau'\bar\psi_i\psi_{i+1}\right)\ge P-2|\tau'|S .$$

Using the amplitudes $a_i=|\psi_i|$ in the trial state at $\tau$ gives

$$EN\le P-2|\tau|S .$$

Subtraction removes the potential energy, which is where the common $V$ enters. Since $|\tau'|-|\tau|\ge0$ and $S\le N$,

$$(E-E')N\le2(|\tau'|-|\tau|)S\le2(|\tau'|-|\tau|)N .$$

Division by $N$ gives the result. In Lean, `h1` is the trial bound, `h2` and `h3` give the energy of $\psi$ and its estimate, and `hS` is $S\le N$. The final `nlinarith` combines them after `le_of_mul_le_mul_right` has reduced the goal to its multiple by $N$.

```lean
/-- For a fixed real potential, binding below the pair edge `-2|τ|` never weakens when `|τ|` is
reduced: with `E` the lowest eigenvalue, `E + 2|τ|` is monotone in `|τ|`. -/
theorem binding_monotone {V : Fin (n + 1) → ℝ} {τ τ' : ℂ} {E E' : ℝ}
    (hE : IsLeast (levels (chain V τ)) E) (hE' : IsLeast (levels (chain V τ')) E')
    (h : ‖τ‖ ≤ ‖τ'‖) : E + 2 * ‖τ‖ ≤ E' + 2 * ‖τ'‖ := by
  obtain ⟨⟨ψ, h0, hψ⟩, -⟩ := hE'
  obtain ⟨k, hk⟩ := Function.ne_iff.mp h0
  have hN : 0 < ∑ i, ‖ψ i‖ ^ 2 := Finset.sum_pos' (fun i _ => sq_nonneg _)
    ⟨k, Finset.mem_univ k, pow_pos (norm_pos_iff.mpr hk) 2⟩
  have hS := overlap_le (fun i => ‖ψ i‖)
  have h1 := aligned_bound hE (fun i => ‖ψ i‖)
  -- the eigenvector at `τ'` has energy `E'`
  have h2 : expect (chain V τ') ψ = E' * ∑ i, ‖ψ i‖ ^ 2 := by
    have hd : (E' : ℂ) • ψ = diagonal (fun _ => (E' : ℂ)) *ᵥ ψ := by
      funext i
      simp [mulVec_diagonal]
    rw [Finset.mul_sum, ← expect_potential (fun _ => E') ψ]
    unfold expect
    rw [hψ, hd]
  rw [expect_chain] at h2
  have h3 : ∑ i : Fin n, (τ' * (star (ψ i.castSucc) * ψ i.succ)).re ≤
      ‖τ'‖ * ∑ i : Fin n, ‖ψ i.castSucc‖ * ‖ψ i.succ‖ := by
    rw [Finset.mul_sum]
    refine Finset.sum_le_sum fun i _ => (Complex.re_le_norm _).trans ?_
    rw [norm_mul, norm_mul, norm_star]
  refine le_of_mul_le_mul_right ?_ hN
  nlinarith [mul_le_mul_of_nonneg_left hS (sub_nonneg.mpr h)]
```

When $|\tau|=|\tau'|$, applying the theorem in both directions gives $E=E'$: the ground energy depends on the hopping only through its modulus.

The limit $\tau=0$ is the easiest to read. The sites decouple, $E(0)=\min_iV_i$, and the inequality becomes $-2|\tau'|-E(\tau')\le-\min_iV_i$. The binding therefore never exceeds the depth of the potential, measured from zero.

## From hopping to pair momentum

With lattice constant one and equal hopping $t$ for electron and hole, the two particles' contributions to the relative motion carry opposite phases:

$$\tau(K)=t\,e^{iK/2}+t\,e^{-iK/2}=2t\cos(K/2).$$

```lean
/-- Effective relative hopping of a pair with total momentum `K` (lattice constant one)
when electron and hole have the same hopping `t`. -/
def pairHopping (t K : ℝ) : ℝ := 2 * t * Real.cos (K / 2)
```

Let $0\le K\le K'\le\pi$. On $[0,\pi/2]$ the cosine is nonnegative and decreasing, so $|\tau(K')|\le|\tau(K)|$ for either sign of $t$. The comparison theorem, with the larger momentum in the role of the smaller hopping, gives

$$-2|\tau(K)|-E(K)\le-2|\tau(K')|-E(K').$$

Each side is the binding energy below the pair edge $-2|\tau|$, which is the band bottom of an infinite chain without potential. On a finite chain the binding so defined can be negative, for instance when $V=0$ and $\tau\neq0$; the inequality holds in that case too.

```lean
/-- For equal electron and hole hoppings and a real potential that does not depend on the pair
momentum, binding below the pair edge does not weaken as the pair momentum grows from `0` to `π`. -/
theorem binding_momentum {V : Fin (n + 1) → ℝ} {t K K' E E' : ℝ}
    (hK : 0 ≤ K) (hKK : K ≤ K') (hK' : K' ≤ Real.pi)
    (hE : IsLeast (levels (chain V (pairHopping t K))) E)
    (hE' : IsLeast (levels (chain V (pairHopping t K'))) E') :
    -2 * |pairHopping t K| - E ≤ -2 * |pairHopping t K'| - E' := by
  have hcos : Real.cos (K' / 2) ≤ Real.cos (K / 2) :=
    Real.cos_le_cos_of_nonneg_of_le_pi (by linarith) (by linarith) (by linarith)
  have h0 : 0 ≤ Real.cos (K' / 2) :=
    Real.cos_nonneg_of_mem_Icc ⟨by linarith, by linarith⟩
  have hle : |pairHopping t K'| ≤ |pairHopping t K| := by
    unfold pairHopping
    rw [abs_mul (2 * t), abs_mul (2 * t), abs_of_nonneg h0, abs_of_nonneg (h0.trans hcos)]
    exact mul_le_mul_of_nonneg_left hcos (abs_nonneg _)
  have h := binding_monotone hE' hE (by
    rw [Complex.norm_real, Complex.norm_real]
    exact hle)
  rw [Complex.norm_real, Complex.norm_real, Real.norm_eq_abs, Real.norm_eq_abs] at h
  linarith

end

end ExcitonBindingMomentum
```

In a calculation of exciton dispersion for this one-dimensional model, one builds for each $K$ the tridiagonal matrix with diagonal $V_i$ and off-diagonal entries $-2t\cos(K/2)$, finds its lowest eigenvalue $E(K)$, and plots $-4|t|\cos(K/2)-E(K)$. At fixed chain length and fixed $V$, this curve does not fall between $K=0$ and $K=\pi$. In the language of the Bethe-Salpeter equation, $V$ plays the part of a static interaction diagonal in the electron-hole separation. An exchange term that varies with $K$ is not a fixed potential of this kind, and the theorem does not cover it.

```lean
#print axioms ExcitonBindingMomentum.binding_momentum
-- 'ExcitonBindingMomentum.binding_momentum' depends on axioms: [propext, Classical.choice, Quot.sound]
```
